# Allowed wave numbers of a one-dimensional Dirac particle between bag walls

For real k ≠ 0 and E² = k² + m² (units ħ = c = 1), a free one-dimensional Dirac particle has a nonzero stationary state of energy E obeying the bag conditions at 0 and L, which model an infinite positive mass outside, exactly when m sin(kL) + k cos(kL) = 0. If both spinor components are required to vanish at the wall x = 0, no nonzero state is left.

In Lean 4 with Mathlib:

```lean
import Mathlib

open Real Set

namespace DiracBagBox

noncomputable section

/-- The real stationary Dirac equation on a line, `E f = m f + g'` and `E g = -f' - m g`,
solved for the derivatives of the two spinor components. -/
def IsStationary (m E : ℝ) (f g : ℝ → ℝ) : Prop :=
  ∀ x, HasDerivAt f (-(E + m) * g x) x ∧ HasDerivAt g ((E - m) * f x) x

/-- Bag boundary conditions at the walls `0` and `L`: the two components are opposite
at the left wall and equal at the right wall. -/
def BagWalls (L : ℝ) (f g : ℝ → ℝ) : Prop :=
  f 0 = -g 0 ∧ f L = g L

/-- There is a nonzero stationary spinor of energy `E` that obeys the bag conditions. -/
def HasBagState (m E L : ℝ) : Prop :=
  ∃ f g : ℝ → ℝ, IsStationary m E f g ∧ BagWalls L f g ∧ ∃ x, f x ≠ 0 ∨ g x ≠ 0

/-- Upper component of a standing wave with wave number `k`. -/
def upper (k a b x : ℝ) : ℝ := a * cos (k * x) + b * sin (k * x)

/-- Lower component of a standing wave, equal to `-f' / (E + m)` for the upper component `f`. -/
def lower (m E k a b x : ℝ) : ℝ := k * (a * sin (k * x) - b * cos (k * x)) / (E + m)

/-- On the relativistic dispersion relation with `k ≠ 0`, the sum `E + m` does not vanish. -/
theorem energy_add_mass_ne_zero {m E k : ℝ} (hk : k ≠ 0) (hE : E ^ 2 = k ^ 2 + m ^ 2) :
    E + m ≠ 0 := by
  intro h
  have h2 : k ^ 2 = (E + m) * (E - m) := by linear_combination -hE
  rw [h, zero_mul] at h2
  exact pow_ne_zero 2 hk h2

/-- The derivatives of `cos (k x)` and `sin (k x)` with respect to position. -/
theorem hasDerivAt_waves (k x : ℝ) :
    HasDerivAt (fun y => cos (k * y)) (-(k * sin (k * x))) x ∧
      HasDerivAt (fun y => sin (k * y)) (k * cos (k * x)) x := by
  have h : HasDerivAt (fun y : ℝ => k * y) (k * 1) x := (hasDerivAt_id' x).const_mul k
  exact ⟨h.cos.congr_deriv (by ring), h.sin.congr_deriv (by ring)⟩

/-- For `k ≠ 0` and `E² = k² + m²`, every standing wave solves the stationary Dirac equation. -/
theorem standing_wave_isStationary {m E k : ℝ} (hk : k ≠ 0) (hE : E ^ 2 = k ^ 2 + m ^ 2)
    (a b : ℝ) : IsStationary m E (upper k a b) (lower m E k a b) := by
  intro x
  have hD := energy_add_mass_ne_zero hk hE
  obtain ⟨hc, hs⟩ := hasDerivAt_waves k x
  constructor
  · have key := (hc.const_mul a).fun_add (hs.const_mul b)
    have hg : (E + m) * lower m E k a b x = k * (a * sin (k * x) - b * cos (k * x)) := by
      unfold lower
      field_simp
    exact key.congr_deriv (by linear_combination hg)
  · have key := (((hs.const_mul a).fun_sub (hc.const_mul b)).const_mul k).div_const (E + m)
    refine key.congr_deriv ?_
    rw [div_eq_iff hD]
    unfold upper
    linear_combination (-(a * cos (k * x) + b * sin (k * x))) * hE

/-- For `k ≠ 0` and `E² = k² + m²`, every solution of the stationary Dirac equation is a standing
wave with wave number `k`. -/
theorem stationary_eq_standing_wave {m E k : ℝ} (hk : k ≠ 0) (hE : E ^ 2 = k ^ 2 + m ^ 2)
    {f g : ℝ → ℝ} (h : IsStationary m E f g) :
    ∃ a b, f = upper k a b ∧ g = lower m E k a b := by
  have hD := energy_add_mass_ne_zero hk hE
  -- two combinations of the components and the waves do not depend on position
  have hP : ∀ x, HasDerivAt
      (fun y => k * (f y * cos (k * y)) + (E + m) * (g y * sin (k * y))) 0 x := by
    intro x
    obtain ⟨hc, hs⟩ := hasDerivAt_waves k x
    have key := (((h x).1.fun_mul hc).const_mul k).fun_add
      (((h x).2.fun_mul hs).const_mul (E + m))
    exact key.congr_deriv (by linear_combination (f x * sin (k * x)) * hE)
  have hQ : ∀ x, HasDerivAt
      (fun y => k * (f y * sin (k * y)) - (E + m) * (g y * cos (k * y))) 0 x := by
    intro x
    obtain ⟨hc, hs⟩ := hasDerivAt_waves k x
    have key := (((h x).1.fun_mul hs).const_mul k).fun_sub
      (((h x).2.fun_mul hc).const_mul (E + m))
    exact key.congr_deriv (by linear_combination (-(f x * cos (k * x))) * hE)
  obtain ⟨b, hb⟩ : ∃ b, k * b = -(E + m) * g 0 :=
    ⟨-(E + m) * g 0 / k, by field_simp⟩
  have hP0 := fun x => is_const_of_deriv_eq_zero
    (fun y => (hP y).differentiableAt) (fun y => (hP y).deriv) x 0
  have hQ0 := fun x => is_const_of_deriv_eq_zero
    (fun y => (hQ y).differentiableAt) (fun y => (hQ y).deriv) x 0
  simp only [mul_zero, cos_zero, sin_zero, mul_one, add_zero] at hP0 hQ0
  -- solving the two constant combinations for `f x` and `g x` recovers the components
  refine ⟨f 0, b, funext fun x => ?_, funext fun x => ?_⟩
  · apply mul_left_cancel₀ hk
    unfold upper
    linear_combination cos (k * x) * hP0 x + sin (k * x) * hQ0 x
      - k * f x * sin_sq_add_cos_sq (k * x) - sin (k * x) * hb
  · unfold lower
    rw [eq_div_iff hD]
    linear_combination sin (k * x) * hP0 x - cos (k * x) * hQ0 x
      - (E + m) * g x * sin_sq_add_cos_sq (k * x) + cos (k * x) * hb

/-- The value of the lower component of a standing wave at the left wall. -/
theorem lower_at_wall (m E k a b : ℝ) : lower m E k a b 0 = -(k * b / (E + m)) := by
  simp only [lower, mul_zero, sin_zero, cos_zero]
  ring

/-- For `k ≠ 0` and `E² = k² + m²`, there are amplitudes `a`, `b`, not both zero, whose standing
wave obeys the bag conditions exactly when `m sin (k L) + k cos (k L) = 0`. -/
theorem standing_wave_fits_iff {m E k : ℝ} (L : ℝ) (hk : k ≠ 0)
    (hE : E ^ 2 = k ^ 2 + m ^ 2) :
    (∃ a b, (a ≠ 0 ∨ b ≠ 0) ∧ BagWalls L (upper k a b) (lower m E k a b)) ↔
      m * sin (k * L) + k * cos (k * L) = 0 := by
  have hD := energy_add_mass_ne_zero hk hE
  -- the wall conditions are two linear equations for the amplitudes
  have hbag : ∀ a b, BagWalls L (upper k a b) (lower m E k a b) ↔
      a * (E + m) = k * b ∧ (a * cos (k * L) + b * sin (k * L)) * (E + m)
        = k * (a * sin (k * L) - b * cos (k * L)) := by
    intro a b
    have v0 : upper k a b 0 = a := by simp [upper]
    unfold BagWalls
    rw [v0, lower_at_wall, neg_neg, eq_div_iff hD]
    unfold upper lower
    rw [eq_div_iff hD]
  constructor
  · rintro ⟨a, b, hab, hw⟩
    obtain ⟨h1, h2⟩ := (hbag a b).1 hw
    have hb : b ≠ 0 := by
      intro hb
      rw [hb, mul_zero] at h1
      rcases hab with ha | hb'
      · exact mul_ne_zero ha hD h1
      · exact hb' hb
    have key : (2 * b * (E + m)) * (m * sin (k * L) + k * cos (k * L)) = 0 := by
      linear_combination (E + m) * h2
        - (cos (k * L) * (E + m) - k * sin (k * L)) * h1 - b * sin (k * L) * hE
    exact (mul_eq_zero.1 key).resolve_left (mul_ne_zero (mul_ne_zero two_ne_zero hb) hD)
  · intro h
    refine ⟨k, E + m, Or.inl hk, (hbag _ _).2 ⟨rfl, ?_⟩⟩
    linear_combination 2 * (E + m) * h + sin (k * L) * hE

/-- Quantization in the bag: for `k ≠ 0` and `E² = k² + m²`, a nonzero stationary Dirac spinor
obeying the bag conditions exists exactly when `m sin (k L) + k cos (k L) = 0`. -/
theorem hasBagState_iff {m E k : ℝ} (L : ℝ) (hk : k ≠ 0) (hE : E ^ 2 = k ^ 2 + m ^ 2) :
    HasBagState m E L ↔ m * sin (k * L) + k * cos (k * L) = 0 := by
  rw [← standing_wave_fits_iff L hk hE]
  constructor
  · rintro ⟨f, g, hst, hw, x, hx⟩
    obtain ⟨a, b, rfl, rfl⟩ := stationary_eq_standing_wave hk hE hst
    refine ⟨a, b, ?_, hw⟩
    by_contra hn
    simp only [ne_eq, not_or, not_not] at hn
    simp [upper, lower, hn.1, hn.2] at hx
  · rintro ⟨a, b, hab, hw⟩
    refine ⟨_, _, standing_wave_isStationary hk hE a b, hw, 0, ?_⟩
    rcases hab with ha | hb
    · left
      simpa [upper] using ha
    · right
      rw [lower_at_wall]
      exact neg_ne_zero.2
        (div_ne_zero (mul_ne_zero hk hb) (energy_add_mass_ne_zero hk hE))

/-- For `k ≠ 0` and `E² = k² + m²`, a stationary spinor whose two components both vanish at `x = 0`
vanishes everywhere. -/
theorem eq_zero_of_both_vanish {m E k : ℝ} (hk : k ≠ 0) (hE : E ^ 2 = k ^ 2 + m ^ 2)
    {f g : ℝ → ℝ} (h : IsStationary m E f g) (hf : f 0 = 0) (hg : g 0 = 0) (x : ℝ) :
    f x = 0 ∧ g x = 0 := by
  have hD := energy_add_mass_ne_zero hk hE
  obtain ⟨a, b, rfl, rfl⟩ := stationary_eq_standing_wave hk hE h
  have ha : a = 0 := by simpa [upper] using hf
  have hb : b = 0 := by
    rw [lower_at_wall] at hg
    by_contra hb
    exact neg_ne_zero.2 (div_ne_zero (mul_ne_zero hk hb) hD) hg
  simp [upper, lower, ha, hb]

/-- For positive mass and width and every natural `n` there is a wave number `k > 0` with
`(n + 1/2) π < k L < (n + 1) π` such that both energies `E` with `E² = k² + m²` have a
bag state. -/
theorem exists_bag_level {m L : ℝ} (hm : 0 < m) (hL : 0 < L) (n : ℕ) :
    ∃ k, 0 < k ∧ (n + 1 / 2) * π < k * L ∧ k * L < (n + 1) * π ∧
      ∀ E, E ^ 2 = k ^ 2 + m ^ 2 → HasBagState m E L := by
  have hpi := pi_pos
  let G : ℝ → ℝ := fun t => m * sin t + (t + n * π) / L * cos t
  have hG : Continuous G := by
    dsimp only [G]
    fun_prop
  -- the quantization function changes sign between a quarter and a half turn
  have h1 : G π < 0 := by
    have hpos : 0 < (π + n * π) / L := by positivity
    dsimp only [G]
    rw [sin_pi, cos_pi]
    linarith
  have h2 : 0 < G (π / 2) := by
    dsimp only [G]
    rw [sin_pi_div_two, cos_pi_div_two]
    linarith
  obtain ⟨t, ⟨ht1, ht2⟩, ht⟩ :=
    intermediate_value_Ioo' (by linarith : π / 2 ≤ π) hG.continuousOn ⟨h1, h2⟩
  have ht0 : 0 < t := by linarith
  have hk : 0 < (t + n * π) / L := by positivity
  have hkL : (t + n * π) / L * L = t + n * π := div_mul_cancel₀ _ hL.ne'
  refine ⟨(t + n * π) / L, hk, by rw [hkL]; linarith, by rw [hkL]; linarith, ?_⟩
  intro E hE
  rw [hasBagState_iff L hk.ne' hE, hkL, sin_add_nat_mul_pi, cos_add_nat_mul_pi]
  dsimp only [G] at ht
  linear_combination (-1 : ℝ) ^ n * ht

end

end DiracBagBox
```

```lean
#print axioms DiracBagBox.eq_zero_of_both_vanish
#print axioms DiracBagBox.exists_bag_level
```

```
'DiracBagBox.eq_zero_of_both_vanish' depends on axioms: [propext, Classical.choice, Quot.sound]
'DiracBagBox.exists_bag_level' depends on axioms: [propext, Classical.choice, Quot.sound]
```

## The Dirac system and its walls

In units with ħ = c = 1, the upper component f and the lower component g of a stationary spinor satisfy

E f = m f + g′
E g = −f′ − m g

`IsStationary m E f g` states these equations solved for the derivatives:

f′ = −(E + m) g
g′ = (E − m) f

Both components are real functions. This loses no energies, because the equations and wall conditions have real coefficients, so the real and imaginary parts of a complex solution are themselves solutions.

`BagWalls L f g` imposes f(0) = −g(0) and f(L) = g(L). These conditions are postulated. They stand for a region outside the box where the mass grows without limit: for a very large mass M, the equations there become f′ ≈ −M g and g′ ≈ −M f, whose decaying solutions have f = g to the right of the box and f = −g to the left.

`HasBagState m E L` says that some pair (f, g) satisfies both requirements and is nonzero somewhere. The differential equation is imposed on the whole line, and the state in the box is the restriction to 0 ≤ x ≤ L. Since the coefficients are constant, a solution inside the box extends to the line.

The main theorem, `hasBagState_iff`, assumes only k ≠ 0 and the dispersion relation. It covers both signs of E, and m and L may be any real numbers, though the picture of a box needs L > 0. Energies with |E| ≤ |m|, for which k would be zero or imaginary, are not treated. Nor are normalisation, interactions or the three-dimensional bag.

## Every solution is a standing wave

The dispersion relation gives (E + m)(E − m) = k² ≠ 0, so E + m ≠ 0. This is `energy_add_mass_ne_zero`, and it permits division by E + m. Take

f = a cos(kx) + b sin(kx)
g = −f′/(E + m) = k(a sin(kx) − b cos(kx))/(E + m)

These are `upper` and `lower`. The equation f′ = −(E + m) g holds by construction. For the other one,

g′ = k²(a cos(kx) + b sin(kx))/(E + m) = (E − m) f

`standing_wave_isStationary` carries out this calculation with the derivatives from `hasDerivAt_waves`.

Conversely, let (f, g) be any solution and define

P = k f cos(kx) + (E + m) g sin(kx)
Q = k f sin(kx) − (E + m) g cos(kx)

Inserting the Dirac equations gives

P′ = (E² − m² − k²) f sin(kx) = 0
Q′ = −(E² − m² − k²) f cos(kx) = 0

Both combinations therefore keep their values at x = 0. With a = f(0) and b = −(E + m) g(0)/k, these values are P = ka and Q = kb. Solving the definitions of P and Q for f and g yields

k f = P cos(kx) + Q sin(kx) = k(a cos(kx) + b sin(kx))
(E + m) g = P sin(kx) − Q cos(kx) = k(a sin(kx) − b cos(kx))

In `stationary_eq_standing_wave`, `hP` and `hQ` are the two vanishing derivatives, `is_const_of_deriv_eq_zero` turns them into constants, and the closing `linear_combination` steps solve for f and g using sin² + cos² = 1.

## From two wall conditions to one equation

Write s = sin(kL) and c = cos(kL). At the left wall f(0) = a and g(0) = −kb/(E + m), so the bag conditions become

a(E + m) = k b
(a c + b s)(E + m) = k(a s − b c)

If b = 0, the first equation gives a = 0, so a nonzero state has b ≠ 0. Multiply the second equation by E + m and replace a(E + m) by kb:

b [2k(E + m) c + ((E + m)² − k²) s] = 0

The dispersion relation gives (E + m)² − k² = 2m(E + m), hence

2b(E + m)(m s + k c) = 0

The factor in front is nonzero, which leaves m s + k c = 0. In the other direction, the amplitudes a = k and b = E + m satisfy the first wall condition identically, and the second follows from m s + k c = 0.

`standing_wave_fits_iff` contains this argument: `hbag` produces the two linear equations and `key` is the factored identity. `hasBagState_iff` then extends the result from standing waves to all solutions.

## Both components zero at a wall

Setting f(0) = 0 gives a = 0, and g(0) = 0 then gives b = 0, so the spinor vanishes everywhere. This is `eq_zero_of_both_vanish`. For this free one-dimensional particle, a hard wall modelled on the Schrödinger box, with the entire wavefunction set to zero, admits no state with k ≠ 0; the bag condition fixes only one combination of the components at each wall.

## A level in each upper half-interval

For m > 0, L > 0 and n = 0, 1, 2, …, `exists_bag_level` finds a k > 0 with

(n + 1/2)π < kL < (n + 1)π

Put kL = t + nπ and consider

G(t) = m sin t + ((t + nπ)/L) cos t

At the ends of the interval, G(π/2) = m > 0 and G(π) = −(n + 1)π/L < 0. The intermediate value theorem, `intermediate_value_Ioo'`, supplies a zero strictly between them. Shifting the angle by nπ multiplies both sine and cosine by (−1)ⁿ, so

m sin(kL) + k cos(kL) = (−1)ⁿ G(t) = 0

The quantization condition does not contain E, so the same k serves both energies ±√(k² + m²). The theorem gives existence in each interval; it does not state that the level there is unique.
